# Odd 00l absences in a crystal without a twofold screw axis along c

## Atoms, sites and symmetries

A crystal is modelled here as a finite list of atoms in one unit cell, and an operation counts as a symmetry if it permutes these atoms modulo lattice translations and preserves their scattering factors. Positions are real fractional coordinates $(x,y,z)$, and two positions are the same site if they differ by integers.

For atoms at $r_j$ with scattering factors $f_j$, the structure factor of the reflection with integer indices $h,k,l$ is

$$F(hkl)=\sum_j f_j\,\varphi(r_j),\qquad \varphi(x,y,z)=e^{2\pi i(hx+ky+lz)}.$$

In a cell whose $c$ axis is perpendicular to $a$ and $b$, the twofold screw operation along $c$ is $(s-x,\,t-y,\,z+\tfrac12)$, where $s$ and $t$ fix the position of the axis. If it is a symmetry of the crystal, it extinguishes $00l$ for odd $l$, that is, $F(00l)=0$. The converse fails for four unit atoms:

$$r_0=(0,0,0),\quad r_1=(\tfrac14,0,0),\quad r_2=(0,0,\tfrac12),\quad r_3=(0,\tfrac14,\tfrac12).$$

In this model of point scatterers, axial absences alone therefore do not justify imposing a screw axis on a structure before a simulation.

## Why a symmetry extinguishes reflections

Shifting a position by integers $(a,b,c)$ multiplies $\varphi$ by $e^{2\pi i(ha+kb+lc)}=1$, so $\varphi$ depends only on the site. Suppose a symmetry $g$ takes atom $j$ to atom $\sigma(j)$ and $\varphi(g(p))=-\varphi(p)$ for every position $p$. Then

$$F=\sum_j f_{\sigma(j)}\varphi(r_{\sigma(j)})=\sum_j f_j\,\varphi(g(r_j))=-F,$$

and $F=0$. For $00l$ the screw operation multiplies $\varphi$ by $e^{i\pi l}$, which is $-1$ for odd $l$.

The scattering factors matter. Put $f=1$ at $(0,0,0)$ and $f=2$ at $(0,0,\tfrac12)$. The screw operation with $s=t=0$ exchanges the two sites, but $F(00l)=1-2=-1$ for odd $l$.

## The glide behind the absences

In a tetragonal cell the operation $(y,x,z+\tfrac12)$ is a $c$-glide: a reflection in the plane $x=y$ followed by a shift of half a cell along $c$. It takes $r_0$ to $r_2$ and $r_1$ to $r_3$, and it takes $r_2$ and $r_3$ back to $r_0$ and $r_1$, one cell higher. For a reflection $hhl$ the sum $hx+hy$ is unchanged by the exchange of $x$ and $y$, so the phase factor is again multiplied by $e^{i\pi l}$. Every $hhl$ with $l$ odd is extinct, and $h=0$ gives the $00l$ absences. For even $l$ all four phase factors of $00l$ equal $1$, so $F(00l)=4$.

## Why no screw axis fits

The screw operation takes $r_0$ and $r_1$ to $(s,t,\tfrac12)$ and $(s-\tfrac14,t,\tfrac12)$. If both images are atomic sites, their height leaves only $r_2$ and $r_3$, which both have $x=0$. Then $s$ and $s-\tfrac14$ are both integers, which is impossible. So for every $s$ and $t$ at least one atom lands where there is no atom.

## The statement in Lean

`absences_without_screw_axis` joins two claims: `structureFactor` vanishes at $00l$ for every odd integer `l`, and for all real `s` and `t` the map `screw s t` fails `IsSymmetry`. The function `fun _ => 1` makes the atoms unit scatterers, and `SameSite` expresses equality modulo the lattice. No cell metric appears, thermal motion is ignored, and only twofold screw operations along $c$ are excluded.

```lean
import Mathlib

open scoped Real

namespace MisleadingScrewAbsences

noncomputable section

/-- A position in fractional coordinates (x, y, z). -/
abbrev Position := ℝ × ℝ × ℝ

/-- Two positions are the same crystal site if they differ by a lattice vector. -/
def SameSite (p q : Position) : Prop :=
  ∃ a b c : ℤ, p.1 - q.1 = a ∧ p.2.1 - q.2.1 = b ∧ p.2.2 - q.2.2 = c

/-- The phase factor exp(2πi(hx + ky + lz)) of an atom in the reflection hkl. -/
def phase (h k l : ℤ) (p : Position) : ℂ :=
  Complex.exp (2 * π * Complex.I * (h * (p.1 : ℂ) + k * (p.2.1 : ℂ) + l * (p.2.2 : ℂ)))

/-- The structure factor F(hkl) of atoms at `r j` with scattering factors `f j`. -/
def structureFactor {ι : Type*} [Fintype ι] (f : ι → ℂ) (r : ι → Position)
    (h k l : ℤ) : ℂ :=
  ∑ j, f j * phase h k l (r j)

/-- The operation `g` permutes the atoms modulo the lattice and preserves their
scattering factors. -/
def IsSymmetry {ι : Type*} (f : ι → ℂ) (r : ι → Position) (g : Position → Position) : Prop :=
  ∃ σ : Equiv.Perm ι, ∀ j, f (σ j) = f j ∧ SameSite (g (r j)) (r (σ j))

/-- The twofold screw operation (s - x, t - y, z + 1/2) along c. -/
def screw (s t : ℝ) (p : Position) : Position := (s - p.1, t - p.2.1, p.2.2 + 1 / 2)

/-- The c-glide operation (y, x, z + 1/2), with reflection plane x = y. -/
def glide (p : Position) : Position := (p.2.1, p.1, p.2.2 + 1 / 2)

/-- The four atoms of the counter-example. -/
def atoms : Fin 4 → Position :=
  ![(0, 0, 0), (1 / 4, 0, 0), (0, 0, 1 / 2), (0, 1 / 4, 1 / 2)]

/-- The phase factor is the same at positions that differ by a lattice vector. -/
theorem phase_congr (h k l : ℤ) {p q : Position} (hpq : SameSite p q) :
    phase h k l p = phase h k l q := by
  obtain ⟨a, b, c, ha, hb, hc⟩ := hpq
  have ha' : (p.1 : ℂ) - q.1 = a := by
    rw [← Complex.ofReal_sub, ha, Complex.ofReal_intCast]
  have hb' : (p.2.1 : ℂ) - q.2.1 = b := by
    rw [← Complex.ofReal_sub, hb, Complex.ofReal_intCast]
  have hc' : (p.2.2 : ℂ) - q.2.2 = c := by
    rw [← Complex.ofReal_sub, hc, Complex.ofReal_intCast]
  unfold phase
  rw [Complex.exp_eq_exp_iff_exists_int]
  refine ⟨h * a + k * b + l * c, ?_⟩
  push_cast
  linear_combination (2 * π * Complex.I) * (h * ha' + k * hb' + l * hc')

/-- A reflection is extinct if some symmetry of the crystal reverses the sign of its
phase factor at every position. -/
theorem extinction {ι : Type*} [Fintype ι] {f : ι → ℂ} {r : ι → Position}
    {g : Position → Position} (hg : IsSymmetry f r g) {h k l : ℤ}
    (hsign : ∀ p, phase h k l (g p) = -phase h k l p) :
    structureFactor f r h k l = 0 := by
  obtain ⟨σ, hσ⟩ := hg
  -- relabel the atoms by the symmetry: F = -F
  have key : structureFactor f r h k l = -structureFactor f r h k l := by
    unfold structureFactor
    rw [← Finset.sum_neg_distrib, ← Equiv.sum_comp σ (fun j => f j * phase h k l (r j))]
    refine Finset.sum_congr rfl fun j _ => ?_
    rw [(hσ j).1, ← phase_congr h k l (hσ j).2, hsign, mul_neg]
  linear_combination (1 / 2 : ℂ) * key

/-- An odd number of half turns reverses the sign of a phase factor. -/
theorem exp_add_odd_half_turns (w : ℂ) (m : ℤ) :
    Complex.exp (w + (2 * m + 1) * (π * Complex.I)) = -Complex.exp w := by
  have e : w + (2 * m + 1) * (π * Complex.I)
      = w + π * Complex.I + m * (2 * π * Complex.I) := by ring
  rw [e, Complex.exp_add, Complex.exp_add, Complex.exp_int_mul_two_pi_mul_I,
    Complex.exp_pi_mul_I]
  ring

/-- The screw-axis rule: a twofold screw axis along c extinguishes 00l for odd l. -/
theorem screw_absence {ι : Type*} [Fintype ι] {f : ι → ℂ} {r : ι → Position} {s t : ℝ}
    (hg : IsSymmetry f r (screw s t)) {l : ℤ} (hl : Odd l) :
    structureFactor f r 0 0 l = 0 := by
  obtain ⟨m, rfl⟩ := hl
  refine extinction hg fun p => ?_
  simp only [phase, screw]
  rw [← exp_add_odd_half_turns _ m]
  congr 1
  push_cast
  ring

/-- Two unit atoms at p and at its screw image have the twofold screw operation as a
symmetry. -/
theorem screw_absence_witness (s t : ℝ) (p : Position) :
    IsSymmetry (fun _ : Fin 2 => 1) ![p, screw s t p] (screw s t) := by
  refine ⟨Equiv.addRight 1, fun j => ⟨rfl, ?_⟩⟩
  fin_cases j
  · change SameSite (screw s t p) (screw s t p)
    exact ⟨0, 0, 0, by simp, by simp, by simp⟩
  · change SameSite (screw s t (screw s t p)) p
    refine ⟨0, 0, 1, ?_, ?_, ?_⟩ <;> simp only [screw] <;> push_cast <;> ring

/-- The c-glide (y, x, z + 1/2) is a symmetry of the four unit atoms. -/
theorem atoms_glide : IsSymmetry (fun _ => 1) atoms glide := by
  have e2 : atoms 2 = (0, 0, 1 / 2) := rfl
  have e3 : atoms 3 = (0, 1 / 4, 1 / 2) := rfl
  refine ⟨Equiv.addRight 2, fun j => ⟨rfl, ?_⟩⟩
  fin_cases j
  · change SameSite (glide (atoms 0)) (atoms 2)
    rw [e2]
    exact ⟨0, 0, 0, by norm_num [atoms, glide]⟩
  · change SameSite (glide (atoms 1)) (atoms 3)
    rw [e3]
    exact ⟨0, 0, 0, by norm_num [atoms, glide]⟩
  · change SameSite (glide (atoms 2)) (atoms 0)
    rw [e2]
    exact ⟨0, 0, 1, by norm_num [atoms, glide]⟩
  · change SameSite (glide (atoms 3)) (atoms 1)
    rw [e3]
    exact ⟨0, 0, 1, by norm_num [atoms, glide]⟩

/-- For the four unit atoms every reflection hhl with l odd is extinct. -/
theorem atoms_hhl_absence (h : ℤ) {l : ℤ} (hl : Odd l) :
    structureFactor (fun _ => 1) atoms h h l = 0 := by
  obtain ⟨m, rfl⟩ := hl
  refine extinction atoms_glide fun p => ?_
  simp only [phase, glide]
  rw [← exp_add_odd_half_turns _ m]
  congr 1
  push_cast
  ring

/-- For the four unit atoms F(00l) = 4 whenever l is even. -/
theorem atoms_00l_even {l : ℤ} (hl : Even l) :
    structureFactor (fun _ => 1) atoms 0 0 l = 4 := by
  obtain ⟨m, rfl⟩ := hl
  have h1 : ∀ j, phase 0 0 (m + m) (atoms j) = 1 := by
    intro j
    rw [phase, Complex.exp_eq_one_iff]
    fin_cases j
    · exact ⟨0, by simp [atoms]⟩
    · exact ⟨0, by simp [atoms]⟩
    · exact ⟨m, by simp [atoms]; ring⟩
    · exact ⟨m, by simp [atoms]; ring⟩
  simp [structureFactor, h1]

/-- No integer equals 1/4 or 1/2. -/
theorem not_fraction (n : ℤ) (h : (4 : ℝ) * n = 1 ∨ (4 : ℝ) * n = 2) : False := by
  rcases h with h | h
  · have h' : 4 * n = 1 := by exact_mod_cast h
    omega
  · have h' : 4 * n = 2 := by exact_mod_cast h
    omega

/-- Wherever the twofold screw axis along c is placed, it carries at least one of the
four atoms to a site where there is no atom. -/
theorem screw_misses_an_atom (s t : ℝ) :
    ∃ j, ∀ k, ¬ SameSite (screw s t (atoms j)) (atoms k) := by
  by_contra hcon
  push Not at hcon
  -- follow the two atoms of the layer z = 0
  obtain ⟨k, a, b, c, ha, hb, hc⟩ := hcon 0
  obtain ⟨k', a', b', c', ha', hb', hc'⟩ := hcon 1
  -- a wrong height or a wrong x excludes each pair of targets
  fin_cases k <;> fin_cases k' <;> simp [atoms, screw] at ha hb hc ha' hb' hc' <;>
  first
    | exact not_fraction c (Or.inr (by linarith))
    | exact not_fraction c' (Or.inr (by linarith))
    | exact not_fraction (a - a') (Or.inl (by push_cast; linarith))

/-- The four unit atoms have F(00l) = 0 for every odd l, yet no twofold screw operation
(s - x, t - y, z + 1/2) is a symmetry of them. -/
theorem absences_without_screw_axis :
    (∀ l : ℤ, Odd l → structureFactor (fun _ => 1) atoms 0 0 l = 0) ∧
      ∀ s t : ℝ, ¬ IsSymmetry (fun _ => 1) atoms (screw s t) := by
  refine ⟨fun l hl => atoms_hhl_absence 0 hl, fun s t hsym => ?_⟩
  obtain ⟨σ, hσ⟩ := hsym
  obtain ⟨j, hj⟩ := screw_misses_an_atom s t
  exact hj (σ j) (hσ j).2

end

end MisleadingScrewAbsences
```
```lean
#print axioms MisleadingScrewAbsences.screw_absence
#print axioms MisleadingScrewAbsences.atoms_00l_even
#print axioms MisleadingScrewAbsences.absences_without_screw_axis
```

```
'MisleadingScrewAbsences.screw_absence' depends on axioms: [propext, Classical.choice, Quot.sound]
'MisleadingScrewAbsences.atoms_00l_even' depends on axioms: [propext, Classical.choice, Quot.sound]
'MisleadingScrewAbsences.absences_without_screw_axis' depends on axioms: [propext, Classical.choice, Quot.sound]
```

## How the proof runs

`phase_congr` supplies the integer $ha+kb+lc$ by which the two exponents differ, in units of $2\pi i$. `extinction` relabels the sum with `Equiv.sum_comp` and obtains $F=-F$. `exp_add_odd_half_turns` provides the sign for both `screw_absence` and `atoms_hhl_absence`. `screw_absence_witness` shows that the screw hypothesis can be met, by an atom and its screw image.

`atoms_glide` gives the permutation as addition of 2 on `Fin 4` and checks each atom. `atoms_00l_even` shows that each phase factor is 1.

`screw_misses_an_atom` assumes that every image is an atomic site and follows atoms 0 and 1. The two `fin_cases` calls produce sixteen pairs of targets. A target at height 0 would make $\tfrac12$ an integer; otherwise, subtracting the two $x$ equations would make $\tfrac14$ one. `not_fraction` rejects both.

The final theorem takes its absences from `atoms_hhl_absence` with $h=0$. A screw symmetry would send the missed atom `j` to the site of atom `σ j`, a contradiction.
